# If $ab-ba=1$, the ordered powers $b^na^n$ and $a^nb^n$ are polynomials in $ba$

Q: Suppose I count photon pairs in one cavity mode. The operator $a$ removes a photon, $b$ adds one, and $N=ba$ counts them. If I take the pair operator $b^2a^2$ to be $N^2$, a mode holding a single photon gives the value 1, although it contains no pair. The right value is 0, because the second $a$ finds nothing to remove. So I need the correct polynomial in $N$, for every power and for both orderings. You say you have it, but your statement is about a ring. Where did the oscillator go?

A: Into one equation, $ab-ba=1$. It is the canonical commutation relation of a single bosonic mode, written for the usual dimensionless ladder operators. From it alone follow, for every natural number $n$,

$$b^na^n=N(N-1)\cdots(N-n+1),\qquad a^nb^n=(N+1)(N+2)\cdots(N+n).$$

For $n=2$ the first formula gives $N(N-1)$, which is 0 on one photon and 2 on two photons: it counts each pair twice, once in each order. The setting is a ring `R` with two elements `a` and `b`. Multiplication is composition of operators, and it need not commute.

```lean
import Mathlib

open Polynomial

namespace OrderedLadderPowers

variable {R : Type*} [Ring R] {a b : R}
```

Q: Textbooks write $a^\dagger$ where you write $b$. Is that only a letter?

A: It is a weaker assumption. No adjoint is defined in the ring, so `b` is any element that satisfies the relation with `a`. Putting $b=a^\dagger$ recovers the usual oscillator. Normal order then means that the powers of $b$ stand on the left, and antinormal order that they stand on the right.

Q: What do the dots mean when factors may fail to commute?

A: They stand for a product over an explicit list, taken from left to right. The factors used here do commute with one another, since they differ only by integer multiples of the identity, but a product in a general ring is defined with an order. In the falling product, $k$ runs from $0$ to $n-1$ and contributes the factor $N-k$.

```lean
/-- The falling product `N (N - 1) ... (N - n + 1)` of a ring element `N`, with `n` factors. -/
def fallingProduct (N : R) (n : ℕ) : R :=
  ((List.range n).map fun k : ℕ => N - (k : R)).prod
```

In the rising product the same $k$ contributes $N+(k+1)$.

```lean
/-- The rising product `(N + 1) (N + 2) ... (N + n)` of a ring element `N`, with `n` factors. -/
def risingProduct (N : R) (n : ℕ) : R :=
  ((List.range n).map fun k : ℕ => N + ((k : R) + 1)).prod
```

The notation `(k : R)` means the integer $k$ read as a multiple of the identity. For $n=0$ both lists are empty and both products equal 1, in agreement with $b^0a^0=a^0b^0=1$.

Q: Then derive it for me. How does $N$ get past a power of $a$?

A: One step at a time. The relation says $ab=N+1$, so $aN=(ab)a=(N+1)a$, which gives $Na=aN-a=a(N-1)$. Suppose now that $Na^n=a^n(N-n)$. Multiply by $a$ on the right:

$$Na^{n+1}=a^n(N-n)a=a^n(aN-a-na)=a^{n+1}\bigl(N-(n+1)\bigr).$$

The case $n=0$ is trivial, so the rule holds for all $n$. In physical terms, if $a^n$ acts on a state with a definite number of photons, at least $n$, the count afterwards is $n$ lower than before. For a superposition or a mixture of different numbers, the mean count need not drop by $n$: a coherent state other than the vacuum is an eigenvector of $a$ with a nonzero eigenvalue, so its mean doesn't change at all.

```lean
/-- If `ab - ba = 1`, moving the number operator `ba` to the right through `a ^ n`
lowers it by `n`. -/
theorem number_mul_lowering_pow (h : a * b - b * a = 1) (n : ℕ) :
    b * a * a ^ n = a ^ n * (b * a - (n : R)) := by
  have hab : a * b = b * a + 1 := sub_eq_iff_eq_add'.mp h
  have h1 : b * a * a = a * (b * a) - a := by
    rw [← mul_assoc a b a, hab]
    noncomm_ring
  induction n with
  | zero => simp
  | succ n ih =>
    have h2 : b * a * a - (n : R) * a = a * (b * a - ((n + 1 : ℕ) : R)) := by
      rw [h1, (Nat.cast_commute n a).eq, Nat.cast_succ, mul_sub, mul_add, mul_one]
      abel
    calc b * a * a ^ (n + 1) = b * a * a ^ n * a := by rw [pow_succ, ← mul_assoc]
      _ = a ^ n * (b * a * a - (n : R) * a) := by rw [ih, mul_assoc, sub_mul]
      _ = a ^ (n + 1) * (b * a - ((n + 1 : ℕ) : R)) := by rw [h2, pow_succ, mul_assoc]
```

In the Lean proof, `h1` is the single-step rule $Na=aN-a$, and `h2` is the bracket in the display above. The `calc` chain splits off one $a$, applies the induction hypothesis and reassembles the power. `Nat.cast_commute` supplies the fact that an integer multiple of the identity commutes with $a$.

Q: And for the creation operator?

A: There $Nb=b(ab)=b(N+1)$. If $Nb^n=b^n(N+n)$, then

$$Nb^{n+1}=b^n(N+n)b=b^n(bN+b+nb)=b^{n+1}(N+n+1).$$

The formal proof has the same layout as the previous one, with the sign changed.

```lean
/-- If `ab - ba = 1`, moving the number operator `ba` to the right through `b ^ n`
raises it by `n`. -/
theorem number_mul_raising_pow (h : a * b - b * a = 1) (n : ℕ) :
    b * a * b ^ n = b ^ n * (b * a + (n : R)) := by
  have hab : a * b = b * a + 1 := sub_eq_iff_eq_add'.mp h
  have h1 : b * a * b = b * (b * a) + b := by
    rw [mul_assoc, hab, mul_add, mul_one]
  induction n with
  | zero => simp
  | succ n ih =>
    have h2 : b * a * b + (n : R) * b = b * (b * a + ((n + 1 : ℕ) : R)) := by
      rw [h1, (Nat.cast_commute n b).eq, Nat.cast_succ, mul_add, mul_add, mul_one]
      abel
    calc b * a * b ^ (n + 1) = b * a * b ^ n * b := by rw [pow_succ, ← mul_assoc]
      _ = b ^ n * (b * a * b + (n : R) * b) := by rw [ih, mul_assoc, add_mul]
      _ = b ^ (n + 1) * (b * a + ((n + 1 : ℕ) : R)) := by rw [h2, pow_succ, mul_assoc]
```

Q: So far you have only moved $N$ around. How do the ordered powers come in?

A: Look at the middle of $b^{n+1}a^{n+1}$. The innermost pair is $ba=N$, so

$$b^{n+1}a^{n+1}=b^nNa^n=b^na^n(N-n).$$

Each extra pair of ladder operators therefore adds one factor on the right.

```lean
/-- If `ab - ba = 1`, one more pair of ladder operators multiplies the normally ordered
power `b ^ n a ^ n` by `ba - n`. -/
theorem normal_succ (h : a * b - b * a = 1) (n : ℕ) :
    b ^ (n + 1) * a ^ (n + 1) = b ^ n * a ^ n * (b * a - (n : R)) := by
  calc b ^ (n + 1) * a ^ (n + 1) = b ^ n * (b * a * a ^ n) := by
        rw [pow_succ b, pow_succ' a]
        simp only [mul_assoc]
    _ = b ^ n * a ^ n * (b * a - (n : R)) := by
        rw [number_mul_lowering_pow h, ← mul_assoc]
```

In antinormal order the innermost pair is $ab=N+1$, and

$$a^{n+1}b^{n+1}=a^n(N+1)b^n=a^n\bigl(b^n(N+n)+b^n\bigr)=a^nb^n(N+n+1).$$

```lean
/-- If `ab - ba = 1`, one more pair of ladder operators multiplies the antinormally ordered
power `a ^ n b ^ n` by `ba + n + 1`. -/
theorem antinormal_succ (h : a * b - b * a = 1) (n : ℕ) :
    a ^ (n + 1) * b ^ (n + 1) = a ^ n * b ^ n * (b * a + ((n : R) + 1)) := by
  have hab : a * b = b * a + 1 := sub_eq_iff_eq_add'.mp h
  calc a ^ (n + 1) * b ^ (n + 1) = a ^ n * (a * b * b ^ n) := by
        rw [pow_succ a, pow_succ' b]
        simp only [mul_assoc]
    _ = a ^ n * b ^ n * (b * a + ((n : R) + 1)) := by
        rw [hab, add_mul, one_mul, number_mul_raising_pow h, mul_assoc (a ^ n),
          ← add_assoc, mul_add (b ^ n) (b * a + (n : R)) 1, mul_one]
```

In both proofs the first `calc` line regroups the product to expose the middle pair, and the second applies the rule for moving $N$.

Q: Then the formula is just these recursions iterated from 1?

A: Yes. Starting from $b^0a^0=1$, the factors $N$, $N-1$, and so on up to $N-n+1$ appear in turn. Starting from $a^0b^0=1$, the factors are $N+1$ up to $N+n$. The theorem `ordered_powers` states both identities together, with `b * a` in the place of $N$.

```lean
/-- If `ab - ba = 1` and `N = ba`, then `b ^ n a ^ n = N (N - 1) ... (N - n + 1)` and
`a ^ n b ^ n = (N + 1) (N + 2) ... (N + n)` for every natural number `n`. -/
theorem ordered_powers (h : a * b - b * a = 1) (n : ℕ) :
    b ^ n * a ^ n = fallingProduct (b * a) n ∧
      a ^ n * b ^ n = risingProduct (b * a) n := by
  induction n with
  | zero => simp [fallingProduct, risingProduct]
  | succ n ih =>
    -- each product gains its last factor
    constructor
    · rw [normal_succ h, ih.1]
      simp [fallingProduct, List.range_succ]
    · rw [antinormal_succ h, ih.2]
      simp [risingProduct, List.range_succ]
```

The induction step replaces the shorter power by its product, and `List.range_succ` says that the longer list is the shorter one with one entry appended at the end. The recursions also add their factor on the right, so the two sides match without any reordering.

Q: If both are polynomials in the same $N$, they should commute with each other, even for different powers.

A: They do: $b^ma^m$ commutes with $a^nb^n$ for all natural $m$ and $n$. The proof works from the recursions. First, $N$ commutes with $b^ka^k$, by induction on $k$, since each new factor $N-k$ commutes with $N$. Then $b^ma^m$ commutes with every factor $N+n+1$ that builds up $a^nb^n$, so a second induction finishes the argument. The first induction is `hN` in the code.

```lean
/-- If `ab - ba = 1`, every normally ordered power `b ^ m a ^ m` commutes with every
antinormally ordered power `a ^ n b ^ n`. -/
theorem ordered_powers_commute (h : a * b - b * a = 1) (m n : ℕ) :
    Commute (b ^ m * a ^ m) (a ^ n * b ^ n) := by
  -- the number operator commutes with normally ordered powers
  have hN : ∀ k : ℕ, Commute (b * a) (b ^ k * a ^ k) := by
    intro k
    induction k with
    | zero => simp
    | succ k ih =>
      rw [normal_succ h]
      exact ih.mul_right ((Commute.refl _).sub_right (Nat.commute_cast _ _))
  induction n with
  | zero => simp
  | succ n ih =>
    rw [antinormal_succ h]
    exact ih.mul_right ((hN m).symm.add_right
      ((Nat.commute_cast _ _).add_right (Commute.one_right _)))
```

Q: My detector doesn't report ring elements. It reports numbers, and those belong to states.

A: A pure state is represented by a nonzero element of a module `M` over `R`, whose elements are vectors that can be added and on which the operators act, written `•`. A number state is a nonzero vector $v$ with $Nv=mv$ for a natural number $m$. (The formal statements below also allow $v=0$, where they hold trivially.) One small lemma is needed first. If $Pv=pv$ and $Qv=qv$ with integers $p$ and $q$, then

$$(PQ)v=P(qv)=q(Pv)=pq\,v.$$

The middle step uses that the integer $q$ commutes with the operator $P$. In Lean this has to be said, because the scalars here are themselves elements of the noncommutative ring.

```lean
variable {M : Type*} [AddCommGroup M] [Module R M]

/-- If two operators act on the same vector as integers `p` and `q`, their product acts on it
as `p q`. -/
theorem eigen_mul (P Q : R) (v : M) (p q : ℤ) (hP : P • v = (p : R) • v)
    (hQ : Q • v = (q : R) • v) : (P * Q) • v = ((p * q : ℤ) : R) • v := by
  rw [mul_smul, hQ, ← mul_smul, ← (Int.cast_commute q P).eq, mul_smul, hP, ← mul_smul,
    ← Int.cast_mul, mul_comm q p]
```

Q: Then what does the pair operator, or its $n$-photon version, give on a state with $m$ photons?

A: Write $D_n$ for the eigenvalue of $b^na^n$ on $v$. Since $(N-n)v=(m-n)v$, the recursion gives $D_{n+1}=D_n(m-n)$ with $D_0=1$, hence $D_n=m(m-1)\cdots(m-n+1)$. In the same way the eigenvalue of $a^nb^n$ is multiplied by $m+n+1$ at each step, which gives $(m+1)(m+2)\cdots(m+n)$.

```lean
/-- If `ab - ba = 1` and `ba` acts on a vector as the natural number `m`, then `b ^ n a ^ n`
acts on it as `m (m - 1) ... (m - n + 1)`, and `a ^ n b ^ n` as `(m + 1) ... (m + n)`. -/
theorem ordered_powers_number_state (h : a * b - b * a = 1) (v : M) (m : ℕ)
    (hv : (b * a) • v = (m : R) • v) (n : ℕ) :
    (b ^ n * a ^ n) • v = (m.descFactorial n : R) • v ∧
      (a ^ n * b ^ n) • v = ((m + 1).ascFactorial n : R) • v := by
  induction n with
  | zero => simp
  | succ n ih =>
    constructor
    · have hP : (b ^ n * a ^ n) • v = (((m.descFactorial n : ℕ) : ℤ) : R) • v := by
        rw [Int.cast_natCast]
        exact ih.1
      have hQ : (b * a - (n : R)) • v = (((m : ℤ) - (n : ℤ) : ℤ) : R) • v := by
        rw [sub_smul, hv, ← sub_smul]
        congr 1
        push_cast
        rfl
      -- for n > m both sides of the recursion vanish
      have hD : ((m.descFactorial n : ℕ) : ℤ) * ((m : ℤ) - (n : ℤ))
          = ((m.descFactorial (n + 1) : ℕ) : ℤ) := by
        rcases le_or_gt n m with hn | hn
        · rw [Nat.descFactorial_succ, Nat.cast_mul, Nat.cast_sub hn, mul_comm]
        · rw [Nat.descFactorial_succ, Nat.descFactorial_eq_zero_iff_lt.mpr hn]
          simp
      rw [normal_succ h, eigen_mul _ _ v _ _ hP hQ, hD, Int.cast_natCast]
    · have hP : (a ^ n * b ^ n) • v = ((((m + 1).ascFactorial n : ℕ) : ℤ) : R) • v := by
        rw [Int.cast_natCast]
        exact ih.2
      have hQ : (b * a + ((n : R) + 1)) • v = (((m + 1 + n : ℕ) : ℤ) : R) • v := by
        rw [add_smul, hv, ← add_smul, Int.cast_natCast]
        congr 1
        rw [Nat.cast_add, Nat.cast_succ]
        abel
      rw [antinormal_succ h, eigen_mul _ _ v _ _ hP hQ, ← Nat.cast_mul, Int.cast_natCast,
        Nat.ascFactorial_succ, mul_comm]
```

The name `m.descFactorial n` stands for the first number and `(m + 1).ascFactorial n` for the second. In the proof, `hP` is the eigenvalue already known, `hQ` is that of the new factor, and `eigen_mul` multiplies them.

Q: What if I ask for more photons than there are? For $n>m$ the factor $m-n$ is negative.

A: By then the product already contains the factor $m-m=0$, so it stays zero. This is why the lemma allows integers and not only natural numbers. The step `hD` treats the two cases separately: for $n\le m$ the subtraction is ordinary, and for $n>m$ both sides vanish.

Q: You never normalised $v$.

A: An eigenvalue doesn't depend on the length of the vector. For a normalised number state $|m\rangle$ with $b=a^\dagger$, the expectation value of $b^na^n$ is the same number $m(m-1)\cdots(m-n+1)$. This is the $n$th factorial moment of the photon number, the quantity behind photon-correlation measurements with ideal absorbing detectors, here for a single mode in a number state.

Q: My last worry is that the hypothesis might be empty. I simulate with finite matrices, and there the trace of $ab-ba$ is zero.

A: Then your truncated matrices don't satisfy it. With $d\ge1$ levels, the trace of the identity is $d$, not zero. The failure sits at the top level $|d-1\rangle$: the truncated $ab$ gives 0 there, where the formula $N+1$ would give $d$. A simulation that uses antinormal products should keep the occupied levels well below the cutoff.

An infinite-dimensional space does provide an example. On polynomials $p$ in a variable $X$ with rational coefficients, let $a$ be differentiation and $b$ multiplication by $X$. The product rule gives

$$(Xp)'-Xp'=p,$$

which is the relation $ab-ba=1$.

```lean
/-- On rational polynomials, differentiation as `a` and multiplication by `X` as `b` satisfy
`ab - ba = 1`. -/
theorem ordered_powers_witness :
    (derivative : Module.End ℚ ℚ[X]) * LinearMap.mulLeft ℚ (X : ℚ[X])
      - LinearMap.mulLeft ℚ (X : ℚ[X]) * (derivative : Module.End ℚ ℚ[X]) = 1 := by
  refine LinearMap.ext fun p => ?_
  simp [Module.End.mul_apply, derivative_mul]

end OrderedLadderPowers
```

Here `Module.End ℚ ℚ[X]` is the ring of linear maps from the polynomials to themselves, with composition as its product. The proof applies both sides to an arbitrary polynomial and simplifies with the product rule.

Q: Do I recognise the oscillator in that?

A: The monomial $X^m$ plays the part of the $m$-photon state, since $X\,\frac{d}{dX}X^m=mX^m$. It isn't normalised in the usual sense: differentiation gives $mX^{m-1}$, where the textbook has $a|m\rangle=\sqrt m\,|m-1\rangle$. With complex coefficients, $|m\rangle$ corresponds to $X^m/\sqrt{m!}$, and the square roots come back.

```lean
#print axioms OrderedLadderPowers.ordered_powers
#print axioms OrderedLadderPowers.ordered_powers_commute
#print axioms OrderedLadderPowers.ordered_powers_number_state
```

```
'OrderedLadderPowers.ordered_powers' depends on axioms: [propext]
'OrderedLadderPowers.ordered_powers_commute' depends on axioms: [propext]
'OrderedLadderPowers.ordered_powers_number_state' depends on axioms: [propext, Quot.sound]
```

Q: So what still separates this from the mode in my cavity?

A: The domain of the operators. In the full Hilbert space $a$ and $a^\dagger$ are unbounded and defined only on a dense subspace, so they aren't elements of a ring of everywhere-defined operators. On finite superpositions of number states they are, because both operators map that space into itself and the relation holds there, so the identities apply directly. Carrying them over to an infinite superposition, such as a coherent state, takes an additional argument about domains and convergence, and that argument belongs to analysis, not to the algebra above.
